# The anomalous-moment spin–orbit shifts of the hydrogen 2P levels are in the ratio 1 : −2

## Two spins one half

Let $t_i$ and $s_i$ ($i=0,1,2$) be the Pauli operators of two different electrons, and let $T=\sum_i t_is_i$. In $T^2$ the three diagonal terms give 3. The mixed terms come in pairs such as

$$t_0t_1s_0s_1+t_1t_0s_1s_0=(\mathrm i t_2)(\mathrm i s_2)+(-\mathrm i t_2)(-\mathrm i s_2)=-2t_2s_2 .$$

Hence $T^2=3-2T$, or $(T-1)(T+3)=0$: the triplet has $T=1$ and the singlet $T=-3$. The products of the components return the operator itself, and the same happens when one spin is replaced by an orbital angular momentum.

## The magnetic part of the 2P Lamb shift

The one-loop vertex correction gives the electron an anomalous moment $a=\alpha/2\pi$. In the Coulomb field of a fixed nucleus this adds, with $\hbar=c=1$, the spin–orbit energy

$$\frac{Z\alpha}{2m^2r^3}\,2a\,\mathbf L\cdot\frac{\mathbf s}{2}=\frac{\alpha(Z\alpha)}{4\pi m^2r^3}\,M,\qquad M=\sum_i L_is_i .$$

With $r$ in Bohr radii over $Z$, its mean in a shell with principal quantum number $n$ and $l\ge1$ is $\frac{n^3}{4}\langle r^{-3}\rangle M$ in units of $\alpha(Z\alpha)^4mc^2/(\pi n^3)$. Call this operator $D$ for 2P.

That QED yields this coupling is the step taken from physics; it enters the file through the definition `shift2P`. The Bethe logarithm, which also shifts the 2P levels at this order, is left out.

## What is stated

`A` is any complex algebra, of finite or infinite dimension. `IsAngularMomentum` contains the three cyclic commutators of $L$ in units of $\hbar$, and `IsPauli` the multiplication table of $s$, which is twice the spin. Every $L_i$ commutes with every $s_j$. Then:

- $M^2+M=L^2$, and if $L^2=l(l+1)$ in the algebra, $(M-l)(M+l+1)=0$.
- If $L^2=2$, then $(D-\frac1{12})(D+\frac16)=0$.
- On a state with $L^2=2$, $D$ is $\frac1{12}$ for $j=\frac32$ and $-\frac16$ for $j=\frac12$.

States are vectors `ψ` of a module over `A`, with no inner product or normalisation. The function `radial2P` is given explicitly; its normalisation is proved, but not that it solves the radial Schrödinger equation.

## Derivation

Since $L$ and $s$ commute,

$$M^2=\sum_{ij}L_iL_js_is_j=L^2+\mathrm i\sum_{ijk}\epsilon_{ijk}L_iL_js_k .$$

The commutators, such as $L_0L_1-L_1L_0=\mathrm iL_2$, give $\sum_{ij}\epsilon_{ijk}L_iL_j=\mathrm iL_k$. The last term is therefore $\mathrm i^2M=-M$, and $M^2+M=L^2$. For $L^2=l(l+1)$,

$$(M-l)(M+l+1)=M^2+M-l(l+1)=0 .$$

To assign the roots, take $J_i=L_i+s_i/2$. Then $J_i^2=L_i^2+L_is_i+\frac14$, so $J^2=L^2+M+\frac34$, and on a level

$$M=j(j+1)-l(l+1)-\tfrac34 .$$

For $l=1$ this is $1$ at $j=\frac32$ and $-2$ at $j=\frac12$.

The radial function $R=re^{-r/2}/(2\sqrt6)$ has $R^2=r^2e^{-r}/24$. Thus

$$\int_0^\infty R^2r^2\,dr=\frac{4!}{24}=1,\qquad \langle r^{-3}\rangle=\frac1{24}\int_0^\infty re^{-r}\,dr=\frac1{24}.$$

So $D=\frac84\cdot\frac1{24}M=\frac M{12}$, and

$$(D-\tfrac1{12})(D+\tfrac16)=\tfrac1{144}(M-1)(M+2)=0 .$$

## No orbital momentum, and a magnetic field

If all $L_i=0$, then $M=0$. The quadratic $M(M+1)=0$ still holds, but its root $-1$ does not occur.

The same expansion with the kinetic momentum $\boldsymbol\pi=\mathbf p-q\mathbf A$ in place of $L$ gives $(\boldsymbol\pi\cdot\mathbf s)^2=\boldsymbol\pi^2-q\hbar\,\mathbf B\cdot\mathbf s$. Divided by $2m$, the last term is the Pauli magnetic energy with $g=2$.

## The Lean file and its proofs

```lean
import Mathlib

open Complex Matrix
open scoped Kronecker

namespace LambShiftSpinOrbit

noncomputable section

variable {A : Type*} [Ring A] [Algebra ℂ A]

/-- The commutation relations of angular momentum, in units of ħ. -/
structure IsAngularMomentum (L : Fin 3 → A) : Prop where
  xy : L 0 * L 1 - L 1 * L 0 = I • L 2
  yz : L 1 * L 2 - L 2 * L 1 = I • L 0
  zx : L 2 * L 0 - L 0 * L 2 = I • L 1

/-- The multiplication table of the Pauli spin operators. -/
structure IsPauli (s : Fin 3 → A) : Prop where
  sq : ∀ i, s i * s i = 1
  xy : s 0 * s 1 = I • s 2
  yz : s 1 * s 2 = I • s 0
  zx : s 2 * s 0 = I • s 1
  yx : s 1 * s 0 = (-I) • s 2
  zy : s 2 * s 1 = (-I) • s 0
  xz : s 0 * s 2 = (-I) • s 1

/-- The square of a vector operator, the sum of the squares of its components. -/
def vecSq (L : Fin 3 → A) : A := ∑ i, L i * L i

/-- The spin-orbit operator `M = L · s`. -/
def spinOrbit (L s : Fin 3 → A) : A := ∑ i, L i * s i

/-- The total angular momentum `J = L + s/2`. -/
def totalJ (L s : Fin 3 → A) : Fin 3 → A := fun i => L i + (1 / 2 : ℂ) • s i

/-- For an angular momentum `L` that commutes with the Pauli operators `s`,
the spin-orbit operator satisfies `M² + M = L²`. -/
theorem spinOrbit_sq {L s : Fin 3 → A} (hL : IsAngularMomentum L) (hs : IsPauli s)
    (hLs : ∀ i j, Commute (L i) (s j)) :
    spinOrbit L s * spinOrbit L s + spinOrbit L s = vecSq L := by
  -- orbital and spin factors can be collected separately
  have key : ∀ i j, L i * s i * (L j * s j) = L i * L j * (s i * s j) :=
    fun i j => (hLs j i).symm.mul_mul_mul_comm _ _
  -- the antisymmetric part of the product gives back `-M`
  have c : ∀ a b d e : A, a * b - b * a = I • d →
      I • (a * b * e) - I • (b * a * e) = -(d * e) := by
    intro a b d e h
    rw [← smul_sub, ← sub_mul, h, smul_mul_assoc, smul_smul, I_mul_I, neg_one_smul]
  have c2 := c _ _ _ (s 2) hL.xy
  have c0 := c _ _ _ (s 0) hL.yz
  have c1 := c _ _ _ (s 1) hL.zx
  simp only [spinOrbit, vecSq, Fin.sum_univ_three, mul_add, add_mul, key, hs.sq, hs.xy,
    hs.yz, hs.zx, hs.yx, hs.zy, hs.xz, mul_one, mul_smul_comm]
  linear_combination (norm := module) c0 + c1 + c2

/-- For an angular momentum `L` with `L² = l(l+1)` that commutes with the Pauli operators `s`, the
spin-orbit operator satisfies `(M - l)(M + l + 1) = 0`. -/
theorem spinOrbit_factor {L s : Fin 3 → A} (hL : IsAngularMomentum L) (hs : IsPauli s)
    (hLs : ∀ i j, Commute (L i) (s j)) (l : ℂ) (hl : vecSq L = (l * (l + 1)) • (1 : A)) :
    (spinOrbit L s - l • (1 : A)) * (spinOrbit L s + (l + 1) • (1 : A)) = 0 := by
  have h := spinOrbit_sq hL hs hLs
  rw [hl] at h
  simp only [sub_mul, mul_add, smul_mul_assoc, mul_smul_comm, one_mul, mul_one]
  linear_combination (norm := module) h

/-- For Pauli operators `s` that commute with `L`, the total angular momentum satisfies
`J² = L² + M + 3/4`. -/
theorem totalJ_sq {L s : Fin 3 → A} (hs : IsPauli s) (hLs : ∀ i j, Commute (L i) (s j)) :
    vecSq (totalJ L s) = vecSq L + spinOrbit L s + (3 / 4 : ℂ) • (1 : A) := by
  have key : ∀ i, totalJ L s i * totalJ L s i
      = L i * L i + L i * s i + (1 / 4 : ℂ) • (1 : A) := by
    intro i
    simp only [totalJ, add_mul, mul_add, smul_mul_assoc, mul_smul_comm, hs.sq,
      ← (hLs i i).eq]
    module
  simp only [vecSq, spinOrbit, Fin.sum_univ_three, key]
  module

section States

variable {V : Type*} [AddCommGroup V] [Module ℂ V] [Module A V] [IsScalarTower ℂ A V]

/-- Let the Pauli operators `s` commute with `L`. On a state with `L² = l(l+1)` and
`J² = j(j+1)`, the spin-orbit operator takes the value `j(j+1) - l(l+1) - 3/4`. -/
theorem spinOrbit_on_level {L s : Fin 3 → A} (hs : IsPauli s)
    (hLs : ∀ i j, Commute (L i) (s j)) (l j : ℂ) (ψ : V)
    (hl : vecSq L • ψ = (l * (l + 1)) • ψ)
    (hj : vecSq (totalJ L s) • ψ = (j * (j + 1)) • ψ) :
    spinOrbit L s • ψ = (j * (j + 1) - l * (l + 1) - 3 / 4) • ψ := by
  have h : vecSq (totalJ L s) • ψ
      = (vecSq L + spinOrbit L s + (3 / 4 : ℂ) • (1 : A)) • ψ := by
    rw [totalJ_sq hs hLs]
  rw [add_smul, add_smul, smul_assoc, one_smul, hj, hl] at h
  generalize spinOrbit L s • ψ = φ at h ⊢
  linear_combination (norm := module) -h

end States

/-- The radial function of the hydrogen 2P shell, with `r` in Bohr radii (over `Z`). -/
def radial2P (r : ℝ) : ℝ := r * Real.exp (-r / 2) / (2 * √6)

/-- The mean of `1/r³` in the 2P shell. -/
def invCube2P : ℝ := ∫ r in Set.Ioi (0 : ℝ), radial2P r ^ 2 * r ^ 2 / r ^ 3

/-- The 2P radial function is normalised, and the mean of `1/r³` in it is `1/24`. -/
theorem radial2P_means :
    ∫ r in Set.Ioi (0 : ℝ), radial2P r ^ 2 * r ^ 2 = 1 ∧ invCube2P = 1 / 24 := by
  -- Euler's integral for the factorial
  have euler : ∀ n : ℕ, ∫ r in Set.Ioi (0 : ℝ), Real.exp (-r) * r ^ n = n.factorial := by
    intro n
    rw [← Real.Gamma_nat_eq_factorial, Real.Gamma_eq_integral (by positivity)]
    simp only [add_sub_cancel_right, Real.rpow_natCast]
  have hR : ∀ r, radial2P r ^ 2 = Real.exp (-r) * r ^ 2 / 24 := by
    intro r
    have e : Real.exp (-r / 2) ^ 2 = Real.exp (-r) := by
      rw [← Real.exp_nat_mul]
      congr 1
      push_cast
      ring
    rw [radial2P, div_pow, mul_pow, mul_pow, e, Real.sq_sqrt (by norm_num)]
    ring
  constructor
  · have h : ∀ r : ℝ, radial2P r ^ 2 * r ^ 2 = 1 / 24 * (Real.exp (-r) * r ^ 4) := by
      intro r
      rw [hR]
      ring
    simp only [h]
    rw [MeasureTheory.integral_const_mul, euler]
    norm_num [Nat.factorial]
  · have h : invCube2P = ∫ r in Set.Ioi (0 : ℝ), 1 / 24 * (Real.exp (-r) * r ^ 1) := by
      refine MeasureTheory.setIntegral_congr_fun measurableSet_Ioi (fun r hr => ?_)
      have h0 : r ≠ 0 := ne_of_gt hr
      simp only [hR, pow_one]
      field_simp
    rw [h, MeasureTheory.integral_const_mul, euler]
    norm_num [Nat.factorial]

/-- The spin-orbit energy of the anomalous magnetic moment `α/2π` in the 2P shell,
`(n³/4)⟨1/r³⟩ L · s` with `n = 2`, in units of `α(Zα)⁴mc²/(πn³)`. -/
def shift2P (L s : Fin 3 → A) : A := ((2 ^ 3 / 4 * invCube2P : ℝ) : ℂ) • spinOrbit L s

/-- The 2P shift operator is `M/12`. -/
theorem shift2P_eq (L s : Fin 3 → A) : shift2P L s = (1 / 12 : ℂ) • spinOrbit L s := by
  rw [shift2P, radial2P_means.2]
  congr 1
  norm_num

/-- For an angular momentum `L` with `L² = 2` that commutes with the Pauli operators `s`,
the 2P shift operator `D` satisfies `(D - 1/12)(D + 1/6) = 0`. -/
theorem shift2P_factor {L s : Fin 3 → A} (hL : IsAngularMomentum L) (hs : IsPauli s)
    (hLs : ∀ i j, Commute (L i) (s j)) (hl : vecSq L = (2 : ℂ) • (1 : A)) :
    (shift2P L s - (1 / 12 : ℂ) • (1 : A)) * (shift2P L s + (1 / 6 : ℂ) • (1 : A)) = 0 := by
  have h := spinOrbit_sq hL hs hLs
  rw [hl] at h
  rw [shift2P_eq]
  simp only [sub_mul, mul_add, smul_mul_assoc, mul_smul_comm, one_mul, mul_one]
  linear_combination (norm := module) (1 / 144 : ℂ) • h

/-- Let the Pauli operators `s` commute with `L`, and let `ψ` be a state with `L² = 2`.
The 2P shift is `1/12` if `ψ` has `J² = 15/4`, and `-1/6` if it has `J² = 3/4`. -/
theorem shift2P_levels {V : Type*} [AddCommGroup V] [Module ℂ V] [Module A V]
    [IsScalarTower ℂ A V] {L s : Fin 3 → A} (hs : IsPauli s)
    (hLs : ∀ i j, Commute (L i) (s j)) (ψ : V) (hl : vecSq L • ψ = (2 : ℂ) • ψ) :
    (vecSq (totalJ L s) • ψ = (15 / 4 : ℂ) • ψ → shift2P L s • ψ = (1 / 12 : ℂ) • ψ) ∧
    (vecSq (totalJ L s) • ψ = (3 / 4 : ℂ) • ψ → shift2P L s • ψ = (-1 / 6 : ℂ) • ψ) := by
  have hl' : vecSq L • ψ = ((1 : ℂ) * (1 + 1)) • ψ := by
    rw [hl]
    congr 1
    norm_num
  constructor
  · intro hj
    have h := spinOrbit_on_level hs hLs 1 (3 / 2) ψ hl' (by rw [hj]; congr 1; norm_num)
    rw [shift2P_eq, smul_assoc, h, smul_smul]
    congr 1
    norm_num
  · intro hj
    have h := spinOrbit_on_level hs hLs 1 (1 / 2) ψ hl' (by rw [hj]; congr 1; norm_num)
    rw [shift2P_eq, smul_assoc, h, smul_smul]
    congr 1
    norm_num

/-- The orbital matrices of a P shell in the Cartesian basis. -/
def ell : Fin 3 → Matrix (Fin 3) (Fin 3) ℂ :=
  ![!![0, 0, 0; 0, 0, -I; 0, I, 0], !![0, 0, I; 0, 0, 0; -I, 0, 0],
    !![0, -I, 0; I, 0, 0; 0, 0, 0]]

/-- The Pauli matrices. -/
def sigma : Fin 3 → Matrix (Fin 2) (Fin 2) ℂ :=
  ![!![0, 1; 1, 0], !![0, -I; I, 0], !![1, 0; 0, -1]]

/-- The matrices `L = ell ⊗ 1` satisfy the angular-momentum relations and `L² = 2`, the matrices
`1 ⊗ sigma` satisfy the Pauli relations, and each of the former commutes with each of the latter. -/
theorem shift2P_witness :
    IsAngularMomentum (fun i => ell i ⊗ₖ (1 : Matrix (Fin 2) (Fin 2) ℂ)) ∧
    IsPauli (fun i => (1 : Matrix (Fin 3) (Fin 3) ℂ) ⊗ₖ sigma i) ∧
    (∀ i j, Commute (ell i ⊗ₖ (1 : Matrix (Fin 2) (Fin 2) ℂ))
      ((1 : Matrix (Fin 3) (Fin 3) ℂ) ⊗ₖ sigma j)) ∧
    vecSq (fun i => ell i ⊗ₖ (1 : Matrix (Fin 2) (Fin 2) ℂ)) = (2 : ℂ) • 1 := by
  -- relations of one factor carry over to the product space
  have liftL : ∀ a b c : Matrix (Fin 3) (Fin 3) ℂ, a * b - b * a = I • c →
      (a ⊗ₖ (1 : Matrix (Fin 2) (Fin 2) ℂ)) * (b ⊗ₖ (1 : Matrix (Fin 2) (Fin 2) ℂ))
        - (b ⊗ₖ (1 : Matrix (Fin 2) (Fin 2) ℂ)) * (a ⊗ₖ (1 : Matrix (Fin 2) (Fin 2) ℂ))
        = I • (c ⊗ₖ (1 : Matrix (Fin 2) (Fin 2) ℂ)) := by
    intro a b c h
    rw [← mul_kronecker_mul, ← mul_kronecker_mul, mul_one, sub_eq_iff_eq_add.mp h,
      add_kronecker, smul_kronecker, add_sub_cancel_right]
  have liftS : ∀ (a b c : Matrix (Fin 2) (Fin 2) ℂ) (z : ℂ), a * b = z • c →
      ((1 : Matrix (Fin 3) (Fin 3) ℂ) ⊗ₖ a) * ((1 : Matrix (Fin 3) (Fin 3) ℂ) ⊗ₖ b)
        = z • ((1 : Matrix (Fin 3) (Fin 3) ℂ) ⊗ₖ c) := by
    intro a b c z h
    rw [← mul_kronecker_mul, one_mul, h, kronecker_smul]
  have hsq : ell 0 * ell 0 + ell 1 * ell 1 + ell 2 * ell 2 = (2 : ℂ) • 1 := by
    ext a b
    fin_cases a <;> fin_cases b <;>
      simp [ell] <;> norm_num
  refine ⟨⟨liftL _ _ _ ?_, liftL _ _ _ ?_, liftL _ _ _ ?_⟩,
    ⟨fun i => ?_, liftS _ _ _ _ ?_, liftS _ _ _ _ ?_, liftS _ _ _ _ ?_,
      liftS _ _ _ _ ?_, liftS _ _ _ _ ?_, liftS _ _ _ _ ?_⟩, fun i j => ?_, ?_⟩
  case refine_4 =>
    have h : sigma i * sigma i = 1 := by
      fin_cases i <;> ext a b <;> fin_cases a <;> fin_cases b <;>
        simp [sigma, Matrix.mul_apply, Fin.sum_univ_succ]
    rw [← mul_kronecker_mul, one_mul, h, one_kronecker_one]
  case refine_11 =>
    rw [Commute, SemiconjBy, ← mul_kronecker_mul, ← mul_kronecker_mul]
    simp only [one_mul, mul_one]
  case refine_12 =>
    simp only [vecSq, Fin.sum_univ_three, ← mul_kronecker_mul, mul_one, ← add_kronecker]
    rw [hsq, smul_kronecker, one_kronecker_one]
  all_goals
    ext a b
    fin_cases a <;> fin_cases b <;>
      simp [ell, sigma, Matrix.mul_apply, Fin.sum_univ_succ]

end

end LambShiftSpinOrbit
```

```lean
#print axioms LambShiftSpinOrbit.spinOrbit_factor
#print axioms LambShiftSpinOrbit.spinOrbit_on_level
#print axioms LambShiftSpinOrbit.shift2P_factor
#print axioms LambShiftSpinOrbit.shift2P_levels
```

```
'LambShiftSpinOrbit.spinOrbit_factor' depends on axioms: [propext, Classical.choice, Quot.sound]
'LambShiftSpinOrbit.spinOrbit_on_level' depends on axioms: [propext, Classical.choice, Quot.sound]
'LambShiftSpinOrbit.shift2P_factor' depends on axioms: [propext, Classical.choice, Quot.sound]
'LambShiftSpinOrbit.shift2P_levels' depends on axioms: [propext, Classical.choice, Quot.sound]
```

In `spinOrbit_sq`, `key` collects orbital and spin factors, and `c` turns each commutator into one term of $-M$. `simp only` expands the nine products with the Pauli table, and `linear_combination` adds the three commutator identities. `spinOrbit_factor` expands the product and inserts this result.

`totalJ_sq` squares $J$ component by component. `spinOrbit_on_level` applies the identity to `ψ` and solves for $M\psi$; it needs no commutators of $L$.

In `radial2P_means`, `euler` supplies $\int_0^\infty e^{-r}r^n\,dr=n!$ from the Gamma function. The cancellation of powers in the second integral uses $r>0$. `shift2P_eq` then gives the factor $\frac1{12}$, `shift2P_factor` multiplies the quadratic identity by $\frac1{144}$, and `shift2P_levels` inserts the two values of $j$.

`shift2P_witness` shows that the algebraic hypotheses are met by $6\times6$ matrices: `liftL` and `liftS` carry the relations of the $3\times3$ and $2\times2$ factors to the Kronecker products, and the small matrices are checked entry by entry.
